# Golden-rule rates from one coupling vector into degenerate final states: every nonnegative split of the total occurs in some orthonormal basis

An excited state decays into a level of $n$ degenerate final states, and one wants the rate into each of them. Since the final states have the same energy, any orthonormal basis of the level consists of equally good energy eigenstates. A table of state-by-state rates therefore depends on a choice that the energy does not make.

Let $w\in\mathbb C^n$ be the coupling vector: the projection onto the final level of $V|i\rangle$, where $|i\rangle$ is the initial state and $V$ the perturbation that causes the decay. The decay is taken to go through a single channel, so that one such vector describes it. For an orthonormal basis $f$ of the level, with members $f_k$, the golden rule gives the partial rates

$$\Gamma_k = c\,|\langle f_k,w\rangle|^2 ,\qquad c>0 .$$

Their sum is $c\|w\|^2$ in every basis. Apart from this sum and nonnegativity, nothing restricts them: each list of $n$ nonnegative numbers with the right sum is the list of partial rates in some basis.

```lean
import Mathlib

open Finset

namespace StateResolvedDecay

noncomputable section
```

## The level, its bases and the partial rates

The final level is $\mathbb C^n$ with its usual inner product. The labels $k$ run over `Fin n`, that is, from $0$ to $n-1$.

```lean
/-- The space spanned by `n` degenerate final states. -/
abbrev FinalSpace (n : ℕ) := EuclideanSpace ℂ (Fin n)
```

A choice of final states is an orthonormal basis of this space. It comes with its labelling, so the same vectors in another order count as another basis.

```lean
/-- A choice of `n` orthonormal final states spanning the degenerate level. -/
abbrev FinalBasis (n : ℕ) := OrthonormalBasis (Fin n) ℂ (FinalSpace n)
```

The prefactor $c$ stands for $2\pi/\hbar$ times the density of final states in energy, taken to be the same for every member of the level. Lean's inner product is conjugate-linear in its first argument, as in Dirac notation, so `inner ℂ (f k) w` is the amplitude $\langle f_k|V|i\rangle$.

```lean
variable {n : ℕ} {c : ℝ}

/-- The golden-rule decay rate into the final state `f k`, for the coupling vector `w` and
the prefactor `c` common to all final states. -/
def partialRate (c : ℝ) (f : FinalBasis n) (w : FinalSpace n) (k : Fin n) : ℝ :=
  c * ‖inner ℂ (f k) w‖ ^ 2
```

The golden rule enters here as a definition; it is not derived from time-dependent perturbation theory. The model also assumes exact degeneracy, a finite number of final states and a single coupling vector. The density of states comes from a continuum that accompanies each final state, such as the energy of an emitted particle. If rates are summed over several unobserved channels, each with its own coupling vector, the summed partial rates can be more restricted than the theorems below say. For example, in the dipole approximation, spontaneous emission from an $s$ state to a degenerate $p$ level, summed over all photon directions and polarisations, gives three equal rates in every basis. The definition accepts any real $c$, and the theorems that need a positive one say so through the hypothesis `hc`.

## The total rate is the same in every basis

Expand the coupling vector as $w=\sum_k a_k f_k$ with $a_k=\langle f_k,w\rangle$. Orthonormality gives

$$\|w\|^2=\sum_{j,k}\overline{a_j}\,a_k\langle f_j,f_k\rangle=\sum_k|a_k|^2 ,$$

and multiplication by $c$ gives $\sum_k\Gamma_k=c\|w\|^2$.

```lean
/-- In every orthonormal basis of final states the partial rates add up to `c ‖w‖²`. -/
theorem sum_partialRate (c : ℝ) (f : FinalBasis n) (w : FinalSpace n) :
    ∑ k, partialRate c f w k = c * ‖w‖ ^ 2 := by
  have h : ‖f.repr w‖ ^ 2 = ‖w‖ ^ 2 := by rw [LinearIsometryEquiv.norm_map]
  rw [EuclideanSpace.norm_sq_eq (f.repr w)] at h
  simp only [OrthonormalBasis.repr_apply_apply] at h
  simp only [partialRate]
  rw [← Finset.mul_sum, h]
```

In the proof, `f.repr` sends a vector to its list of coefficients in the basis $f$. It preserves the norm, which is the statement `h`. The next two steps write the squared norm of the list as a sum and identify each coefficient with $\langle f_k,w\rangle$. Finally `Finset.mul_sum` takes $c$ out of the sum.

## A unitary between two vectors of equal length

Let $v$ and $w$ have the same norm. If $v=0$, then $w=0$ as well, and the identity maps one to the other. Otherwise pick a label $i_0$ and extend $v/\|v\|$ to an orthonormal basis $b$ with $b_{i_0}=v/\|v\|$. In the same way choose an orthonormal basis $d$ with $d_{i_0}=w/\|w\|$. The linear map $U$ with $Ub_k=d_k$ for all $k$ is unitary, and

$$Uv=\|v\|\,Ub_{i_0}=\|v\|\,d_{i_0}=\|w\|\,d_{i_0}=w .$$

```lean
/-- Two coupling vectors of equal norm are connected by a unitary map of the final states. -/
theorem exists_unitary_map (v w : FinalSpace n) (h : ‖v‖ = ‖w‖) :
    ∃ U : FinalSpace n ≃ₗᵢ[ℂ] FinalSpace n, U v = w := by
  by_cases hv : v = 0
  · have hw : w = 0 := by rw [← norm_eq_zero, ← h, hv, norm_zero]
    exact ⟨LinearIsometryEquiv.refl ℂ _, by rw [hv, hw, map_zero]⟩
  · have hw : w ≠ 0 := by
      rw [← norm_ne_zero_iff, ← h]
      exact norm_ne_zero_iff.mpr hv
    obtain ⟨i₀⟩ : Nonempty (Fin n) := by
      by_contra hne
      rw [not_nonempty_iff] at hne
      apply hv
      ext i
      exact isEmptyElim i
    -- every nonzero vector points along the member `i₀` of some orthonormal basis
    have key : ∀ u : FinalSpace n, u ≠ 0 →
        ∃ b : FinalBasis n, (‖u‖ : ℂ) • b i₀ = u := by
      intro u hu
      have hn : (‖u‖ : ℂ) ≠ 0 := by exact_mod_cast norm_ne_zero_iff.mpr hu
      have ho : Orthonormal ℂ
          (({i₀} : Set (Fin n)).domRestrict (fun _ => (‖u‖ : ℂ)⁻¹ • u)) := by
        constructor
        · intro i
          change ‖(‖u‖ : ℂ)⁻¹ • u‖ = 1
          rw [norm_smul, norm_inv, Complex.norm_real, norm_norm,
            inv_mul_cancel₀ (norm_ne_zero_iff.mpr hu)]
        · intro i j hij
          exact absurd (Subsingleton.elim i j) hij
      obtain ⟨b, hb⟩ := ho.exists_orthonormalBasis_extension_of_card_eq (by simp)
      have hb₀ : b i₀ = (‖u‖ : ℂ)⁻¹ • u := hb i₀ (Set.mem_singleton i₀)
      exact ⟨b, by rw [hb₀, smul_smul, mul_inv_cancel₀ hn, one_smul]⟩
    obtain ⟨b, hb⟩ := key v hv
    obtain ⟨d, hd⟩ := key w hw
    -- the unitary takes the first basis to the second
    have hU : (b.repr.trans d.repr.symm) (b i₀) = d i₀ := by
      rw [LinearIsometryEquiv.trans_apply, b.repr_self, d.repr_symm_single]
    refine ⟨b.repr.trans d.repr.symm, ?_⟩
    calc (b.repr.trans d.repr.symm) v
        = (b.repr.trans d.repr.symm) ((‖v‖ : ℂ) • b i₀) := by rw [hb]
      _ = (‖v‖ : ℂ) • d i₀ := by rw [map_smul, hU]
      _ = w := by rw [h, hd]
```

The type `FinalSpace n ≃ₗᵢ[ℂ] FinalSpace n` consists of the invertible linear maps that preserve the norm, which are the unitaries of the level. The auxiliary claim `key` performs the extension for an arbitrary nonzero vector $u$: the single vector $u/\|u\|$ is an orthonormal family, and a Mathlib theorem completes it to a basis. The unitary is `b.repr.trans d.repr.symm`, which reads off the coefficients in $b$ and uses them as coefficients in $d$. The closing `calc` block is the displayed chain of equalities.

## Which lists of partial rates occur

Let $p$ be a list of $n$ real numbers. If $p$ is the list of partial rates in some basis, its entries are nonnegative and, by the sum rule above, add up to $c\|w\|^2$.

Conversely, suppose that $p_k\ge 0$ for all $k$ and $\sum_k p_k=c\|w\|^2$. Let $e$ be the standard basis and define a vector $v$ with components

$$v_k=\sqrt{p_k/c} .$$

Its partial rates in the standard basis are $c\,|v_k|^2=p_k$. Summing them gives $c\|v\|^2=c\|w\|^2$, hence $\|v\|=\|w\|$. Take a unitary $U$ with $Uv=w$ and set $f_k=Ue_k$. Then

$$\langle f_k,w\rangle=\langle Ue_k,Uv\rangle=\langle e_k,v\rangle=\sqrt{p_k/c},$$

so the partial rates of $w$ in the basis $f$ are the prescribed $p_k$.

```lean
/-- For a positive prefactor `c`, a list `p` is the list of partial rates in some orthonormal
basis of final states exactly when its entries are nonnegative and add up to `c ‖w‖²`. -/
theorem exists_partialRate_eq_iff (hc : 0 < c) (w : FinalSpace n) (p : Fin n → ℝ) :
    (∃ f : FinalBasis n, partialRate c f w = p) ↔
      (∀ k, 0 ≤ p k) ∧ ∑ k, p k = c * ‖w‖ ^ 2 := by
  constructor
  · rintro ⟨f, rfl⟩
    exact ⟨fun k => by unfold partialRate; positivity, sum_partialRate c f w⟩
  · rintro ⟨hp, hs⟩
    -- a vector with the wanted rates in the standard basis
    let e : FinalBasis n := EuclideanSpace.basisFun (Fin n) ℂ
    let v : FinalSpace n := WithLp.toLp 2 (fun k => ((Real.sqrt (p k / c) : ℝ) : ℂ))
    have hin : ∀ k, partialRate c e v k = p k := by
      intro k
      have h1 : inner ℂ (e k) v = ((Real.sqrt (p k / c) : ℝ) : ℂ) := by
        simp [e, v, EuclideanSpace.inner_single_left]
      unfold partialRate
      rw [h1, Complex.norm_real, Real.norm_eq_abs, sq_abs,
        Real.sq_sqrt (div_nonneg (hp k) hc.le)]
      field_simp
    have hsum := sum_partialRate c e v
    simp only [hin] at hsum
    have hsq : ‖v‖ ^ 2 = ‖w‖ ^ 2 := mul_left_cancel₀ hc.ne' (hsum.symm.trans hs)
    -- rotate this vector into `w` and the basis along with it
    obtain ⟨U, hU⟩ := exists_unitary_map v w
      ((sq_eq_sq₀ (norm_nonneg _) (norm_nonneg _)).mp hsq)
    refine ⟨e.map U, ?_⟩
    funext k
    rw [← hin k]
    unfold partialRate
    rw [OrthonormalBasis.map_apply, ← hU, U.inner_map_map]
```

The equation `partialRate c f w = p` is an equality of labelled lists: state $k$ receives exactly $p_k$. In the second half of the proof, `hin` computes the rates of $v$ in the standard basis, `hsq` compares the norms, and `e.map U` is the rotated basis. The last line uses `U.inner_map_map`, the invariance of inner products under $U$.

## All the rate in one state, or equal shares

For a chosen label $j$, take $p_j=c\|w\|^2$ and all other entries zero. When $w\neq0$, every orthonormal basis with $f_j=w/\|w\|$ has these rates: the other members are orthogonal to $w$ and receive nothing.

```lean
/-- For `c > 0` and any label `j`, some orthonormal basis puts the whole decay rate into the
final state `j` and none into the others. -/
theorem exists_concentrated (hc : 0 < c) (w : FinalSpace n) (j : Fin n) :
    ∃ f : FinalBasis n, ∀ k, partialRate c f w k = if k = j then c * ‖w‖ ^ 2 else 0 := by
  obtain ⟨f, hf⟩ := (exists_partialRate_eq_iff hc w
    (fun k => if k = j then c * ‖w‖ ^ 2 else 0)).mpr
    ⟨fun k => by
      show (0 : ℝ) ≤ if k = j then c * ‖w‖ ^ 2 else 0
      split_ifs <;> positivity, by simp⟩
  exact ⟨f, fun k => congrFun hf k⟩
```

The proof supplies this list to the characterisation and checks the two conditions, nonnegativity by cases and the sum by `simp`.

At the other extreme, take $p_k=c\|w\|^2/n$ for every $k$. These $n$ equal nonnegative entries add up to $c\|w\|^2$.

```lean
/-- For `c > 0`, some orthonormal basis shares the decay rate equally among the `n` final
states. -/
theorem exists_equal (hc : 0 < c) (w : FinalSpace n) :
    ∃ f : FinalBasis n, ∀ k, partialRate c f w k = c * ‖w‖ ^ 2 / n := by
  rcases Nat.eq_zero_or_pos n with rfl | hn
  · exact ⟨EuclideanSpace.basisFun _ _, fun k => k.elim0⟩
  · have hn' : (n : ℝ) ≠ 0 := by exact_mod_cast hn.ne'
    have hs : ∑ _k : Fin n, c * ‖w‖ ^ 2 / n = c * ‖w‖ ^ 2 := by
      rw [Finset.sum_const, Finset.card_univ, Fintype.card_fin, nsmul_eq_mul]
      field_simp
    obtain ⟨f, hf⟩ := (exists_partialRate_eq_iff hc w
      (fun _ => c * ‖w‖ ^ 2 / n)).mpr ⟨fun _ => by positivity, hs⟩
    exact ⟨f, fun k => congrFun hf k⟩
```

The case $n=0$ is treated separately because the computation of the sum cancels $n$, which requires $n\neq0$. With no label $k$ there is nothing to verify. For $n=1$ the two extremes coincide.

With $n=2$ and $w=(3,4)$ the total is $25c$, and three bases show the possibilities:

- The standard basis gives $9c$ and $16c$.
- The basis $\tfrac15(3,4)$, $\tfrac15(-4,3)$ gives $25c$ and $0$.
- The basis $\tfrac1{5\sqrt2}(-1,7)$, $\tfrac1{5\sqrt2}(7,1)$ gives $\tfrac{25}{2}c$ twice.

## The range of a single partial rate

Now fix one label $j$ and ask which values $r$ its rate can take. It cannot be negative, and it cannot exceed the total, since the other rates are nonnegative. If there is a second label $k\ne j$, every value in between occurs: take

$$p_j=r,\qquad p_k=c\|w\|^2-r,$$

with zero for all remaining labels.

```lean
/-- For `c > 0` and at least two final states, the values that one partial rate takes over all
orthonormal bases are exactly those from `0` to `c ‖w‖²`. -/
theorem partialRate_range (hc : 0 < c) (hn : 2 ≤ n) (w : FinalSpace n) (j : Fin n) (r : ℝ) :
    (∃ f : FinalBasis n, partialRate c f w j = r) ↔ 0 ≤ r ∧ r ≤ c * ‖w‖ ^ 2 := by
  constructor
  · rintro ⟨f, rfl⟩
    have h := (exists_partialRate_eq_iff hc w (partialRate c f w)).mp ⟨f, rfl⟩
    refine ⟨h.1 j, ?_⟩
    rw [← h.2]
    exact Finset.single_le_sum (fun k _ => h.1 k) (Finset.mem_univ j)
  · rintro ⟨h0, h1⟩
    have : Nontrivial (Fin n) := Fin.nontrivial_iff_two_le.mpr hn
    obtain ⟨k, hk⟩ := exists_ne j
    -- a second final state `k` takes up the remainder
    obtain ⟨f, hf⟩ := (exists_partialRate_eq_iff hc w
      (fun i => (if i = j then r else 0) + (if i = k then c * ‖w‖ ^ 2 - r else 0))).mpr
      ⟨fun i => by
        show (0 : ℝ) ≤ (if i = j then r else 0) + (if i = k then c * ‖w‖ ^ 2 - r else 0)
        split_ifs <;> linarith, by simp [Finset.sum_add_distrib]⟩
    have hj := congrFun hf j
    exact ⟨f, by simpa [hk.symm] using hj⟩
```

The upper bound is `Finset.single_le_sum`, which says that one term of a nonnegative sum is at most the sum. For the converse, `exists_ne j` provides the second label, and the list is written as a sum of two `if` expressions.

The smallest level shows what the second state does. For $n=1$ a basis is a single unit vector, fixed up to a phase, and its rate is always $c\|w\|^2$. There is then no freedom, and the state-resolved rate is the total rate.

For $n\ge2$ and $w\ne0$, the endpoints $0$ and $c\|w\|^2$ are different, and both are attained. Each partial rate therefore depends on the basis.

```lean
/-- For `c > 0`, a nonzero coupling and at least two final states, each partial rate differs
between some two orthonormal bases. -/
theorem partialRate_basis_dependent (hc : 0 < c) (hn : 2 ≤ n) (w : FinalSpace n)
    (hw : w ≠ 0) (j : Fin n) :
    ∃ f g : FinalBasis n, partialRate c f w j ≠ partialRate c g w j := by
  have hpos : 0 < ‖w‖ := norm_pos_iff.mpr hw
  have hT : 0 < c * ‖w‖ ^ 2 := by positivity
  obtain ⟨f, hf⟩ := (partialRate_range hc hn w j (c * ‖w‖ ^ 2)).mpr ⟨hT.le, le_rfl⟩
  obtain ⟨g, hg⟩ := (partialRate_range hc hn w j 0).mpr ⟨le_rfl, hT.le⟩
  exact ⟨f, g, by rw [hf, hg]; exact hT.ne'⟩
```

This dependence appears in electronic-structure output. Take a transition from an $s$ orbital to a degenerate pair $p_x,p_y$, driven by light polarised along $x$. A diagonalisation routine may return the pair rotated by an arbitrary angle $\theta$ in the $xy$ plane. The printed strengths of the two transitions are then the fractions $\cos^2\theta$ and $\sin^2\theta$ of the total. For first-order rates from a nondegenerate initial state into such a finite, exactly degenerate level, the number to compare between two calculations is the sum over the level.

## What a basis-independent quantity can depend on

Suppose that a quantity $F$ is computed from the list of partial rates and does not depend on the basis, whatever the coupling. Write $\Gamma(f,w)$ for the list of partial rates of $w$ in the basis $f$. Consider two decays, one with coupling $w$ and basis $f$, the other with coupling $w'$ and basis $g$, and let their total rates be equal.

The list $\Gamma(g,w')$ is nonnegative and adds up to $c\|w\|^2$. By the characterisation, it is also the list of rates of the first coupling in some basis $g'$. Hence

$$F(\Gamma(f,w))=F(\Gamma(g',w))=F(\Gamma(g,w')) ,$$

where the first equality is basis independence and the second holds because the two lists are the same. On lists of rates, $F$ depends on nothing but their sum.

```lean
/-- Let `c > 0`. If a function `F` of the partial rates does not depend on the orthonormal
basis, whatever the coupling, then `F` agrees on any two decays with the same total rate. -/
theorem only_total_rate_well_defined (hc : 0 < c) {α : Type*} (F : (Fin n → ℝ) → α)
    (hF : ∀ (w : FinalSpace n) (f g : FinalBasis n),
      F (partialRate c f w) = F (partialRate c g w))
    (w w' : FinalSpace n) (f g : FinalBasis n)
    (h : ∑ k, partialRate c f w k = ∑ k, partialRate c g w' k) :
    F (partialRate c f w) = F (partialRate c g w') := by
  -- the rates of the second decay also occur for the first coupling, in another basis
  obtain ⟨g', hg'⟩ := (exists_partialRate_eq_iff hc w (partialRate c g w')).mpr
    ⟨((exists_partialRate_eq_iff hc w' (partialRate c g w')).mp ⟨g, rfl⟩).1,
      h.symm.trans (sum_partialRate c f w)⟩
  rw [← hg']
  exact hF w f g'

end

end StateResolvedDecay
```

The values of `F` may lie in any type `α`, so $F$ can be a number, a list or a yes-or-no property. The hypothesis `hF` expresses basis independence, and both decays share the prefactor $c$. The `obtain` step produces $g'$, and the last two lines are the displayed equalities.

For $n\ge2$ the largest partial rate fails `hF`: with a nonzero coupling it is $c\|w\|^2$ in the concentrated basis and $c\|w\|^2/n$ in the equal one. The entropy of the branching ratios fails in the same way, with the values $0$ and $\ln n$.

This is the sense in which only the total rate is well defined: the degenerate level by itself singles out no basis. An experiment may single one out, for instance with a detector that distinguishes two polarisations. The partial rates in that basis are then measurable, and the basis is part of what they describe.

```lean
#print axioms StateResolvedDecay.exists_concentrated
#print axioms StateResolvedDecay.exists_equal
#print axioms StateResolvedDecay.partialRate_basis_dependent
#print axioms StateResolvedDecay.only_total_rate_well_defined
```

```
'StateResolvedDecay.exists_concentrated' depends on axioms: [propext, Classical.choice, Quot.sound]
'StateResolvedDecay.exists_equal' depends on axioms: [propext, Classical.choice, Quot.sound]
'StateResolvedDecay.partialRate_basis_dependent' depends on axioms: [propext, Classical.choice, Quot.sound]
'StateResolvedDecay.only_total_rate_well_defined' depends on axioms: [propext, Classical.choice, Quot.sound]
```
